# The first-order field shift of a finite spherical nucleus in a constant electron density is $(2\pi/3)\,Z c\,\langle s^2\rangle$

An electron that penetrates a nucleus of finite size no longer feels the full attraction $-Z/r$ of a point charge, so its energy rises. How much of the nuclear charge distribution does that energy depend on?

Let the nucleus have charge $Z$ and lie within radius $R$. Let $w(s)\,ds$ be the fraction of its charge between radii $s$ and $s+ds$, so that $\int_0^R w\,ds=1$. In atomic units the electron's potential energy, and its departure from the point-nucleus value, are
$$V(r)=-Z\int_0^R\frac{w(s)}{\max(r,s)}\,ds,\qquad \delta V(r)=V(r)+\frac Zr .$$
For a spherical electron density $n(r)$ the first-order field shift, measured here from the point nucleus, is
$$E[n]=\int_0^\infty 4\pi r^2\,n(r)\,\delta V(r)\,dr .$$

Write $\langle s^2\rangle=\int_0^R s^2w(s)\,ds$. Then:

- $\delta V(r)=0$ for $r\ge R$, and $\delta V(r)\ge0$ for $r>0$ if $Z$ and $w$ are nonnegative.
- If $n=c$ is constant inside the nucleus, $E=\frac{2\pi}{3}Zc\langle s^2\rangle$. Setting $c=1$ gives the integral of $4\pi r^2\,\delta V$ itself.
- If $m\le n(r)\le M$ inside the nucleus, with $Z,w\ge0$ and $r\,n(r)$ integrable there, $E[n]$ lies between the values for constant densities $m$ and $M$.

## Finite-nucleus potentials and contact densities in a code

Estimating a field shift from the electron density at the nucleus and the mean square charge radius treats the density as constant across the nucleus. For a fixed spherical density in first order, the bounds limit the error of that estimate by the variation of $n$ inside $R$. The field shift between two isotopes is the difference of two such energies, and the bounds on each can be wider than that difference.

The identity also tests an implementation of $V$. With $n=1$, radial quadrature of $4\pi r^2\,\delta V$ should reproduce $\frac{2\pi}{3}Z\langle s^2\rangle$, and the integration can stop at $R$. For a uniformly charged ball the target is $\frac{2\pi}{5}ZR^2$. A code that stores the charge per unit volume, $\rho(s)$, normalised to one, must use $w(s)=4\pi s^2\rho(s)$.

## From charged shells to the mean square radius

A thin shell of radius $s$ and unit charge has potential $1/r$ outside and $1/s$ inside, that is, $1/\max(r,s)$. Since $w$ integrates to one, $Z/r=Z\int_0^R w(s)/r\,ds$, and
$$\delta V(r)=Z\int_0^R w(s)\left(\frac1r-\frac1{\max(r,s)}\right)ds .$$
If $r\ge R$, then $\max(r,s)=r$ for every $s\le R$ and the bracket vanishes. For any $r>0$ the bracket is nonnegative because $\max(r,s)\ge r$.

The shift therefore needs only $r\le R$:
$$E[n]=4\pi Z\int_0^R\!\int_0^R r^2n(r)\,w(s)\left(\frac1r-\frac1{\max(r,s)}\right)ds\,dr .$$
To exchange the integrals, write the integrand as $r\,n(r)\,w(s)$ times $1-r/\max(r,s)$. The last factor lies between 0 and 1, so the integrand is dominated by $|r\,n(r)|\,|w(s)|$, which is integrable over both radii. Fubini's theorem applies. For fixed $s$ only $r<s$ contributes, hence
$$E[n]=Z\int_0^R w(s)\,S_n(s)\,ds,\qquad S_n(s)=\int_0^s4\pi r^2n(r)\left(\frac1r-\frac1s\right)dr .$$
Here $S_n(s)$ is the shift produced by a unit-charge shell. For $n=c$,
$$S_c(s)=4\pi c\int_0^s\left(r-\frac{r^2}{s}\right)dr=4\pi c\left(\frac{s^2}{2}-\frac{s^2}{3}\right)=\frac{2\pi}{3}c\,s^2 ,$$
and averaging over $w$ gives the identity.

For the bounds, let $Z$ and $w$ be nonnegative. Then $\delta V\ge0$, and
$$E[M]-E[n]=\int_0^R4\pi r^2\,(M-n(r))\,\delta V(r)\,dr\ge0 .$$
The lower bound follows in the same way from $n-m\ge0$.

For the uniform ball, $w(s)=3s^2/R^3$. Its integral is one, $\langle s^2\rangle=\frac{3}{R^3}\cdot\frac{R^5}{5}=\frac35R^2$, and the shift is $\frac{2\pi}{5}ZcR^2$.

## The Lean file

```lean
import Mathlib

open MeasureTheory Set
open scoped Real

namespace NuclearFieldShift

noncomputable section

/-- A radial nuclear charge profile on `(0, R]`: integrable, with total weight one. -/
structure IsChargeProfile (R : ℝ) (w : ℝ → ℝ) : Prop where
  integrable : IntegrableOn w (Ioc 0 R)
  total : ∫ s in Ioc 0 R, w s = 1

/-- Potential energy of an electron at radius `r > 0` in the field of a nucleus of charge `Z`
with radial profile `w`, in atomic units. -/
def potential (Z R : ℝ) (w : ℝ → ℝ) (r : ℝ) : ℝ :=
  -Z * ∫ s in Ioc 0 R, w s / max r s

/-- Difference between the extended-nucleus and point-nucleus potentials at `r > 0`. -/
def defect (Z R : ℝ) (w : ℝ → ℝ) (r : ℝ) : ℝ := potential Z R w r + Z / r

/-- First-order field shift of an electron with spherical density `n`. -/
def fieldShift (Z R : ℝ) (w n : ℝ → ℝ) : ℝ :=
  ∫ r in Ioi 0, 4 * π * r ^ 2 * n r * defect Z R w r

/-- Field shift for a unit nuclear charge spread over a thin shell of radius `s > 0`. -/
def shellShift (n : ℝ → ℝ) (s : ℝ) : ℝ :=
  ∫ r in Ioc 0 s, 4 * π * r ^ 2 * n r * (1 / r - 1 / s)

/-- Radial coupling of the electron density at `r > 0` to the nuclear charge at `s > 0`. -/
def coupling (n w : ℝ → ℝ) (r s : ℝ) : ℝ :=
  (r * n r * w s) * (r * (1 / r - 1 / max r s))

variable {Z R : ℝ} {w n : ℝ → ℝ}

/-- The potential difference is the profile average of the differences for thin shells. -/
theorem defect_eq (hw : IsChargeProfile R w) {r : ℝ} (hr : 0 < r) :
    defect Z R w r = Z * ∫ s in Ioc 0 R, w s * (1 / r - 1 / max r s) := by
  have h1 : IntegrableOn (fun s => w s / max r s) (Ioc 0 R) := by
    refine Integrable.mono (hw.integrable.div_const r) ?_ (ae_of_all _ fun s => ?_)
    · have hm : Measurable fun s : ℝ => (max r s)⁻¹ :=
        (measurable_const.max measurable_id).inv
      simp only [div_eq_mul_inv]
      exact hw.integrable.aestronglyMeasurable.mul hm.aestronglyMeasurable
    · rw [norm_div, norm_div, Real.norm_of_nonneg hr.le,
        Real.norm_of_nonneg (hr.le.trans (le_max_left r s))]
      exact div_le_div_of_nonneg_left (norm_nonneg _) hr (le_max_left r s)
  have h2 : ∫ s in Ioc 0 R, w s * (1 / r - 1 / max r s)
      = (∫ s in Ioc 0 R, w s) / r - ∫ s in Ioc 0 R, w s / max r s := by
    rw [← integral_div, ← integral_sub (hw.integrable.div_const r) h1]
    congr 1
    funext s
    ring
  rw [h2, hw.total, defect, potential]
  ring

/-- Outside the nucleus the potential is that of a point charge. -/
theorem defect_outside (hw : IsChargeProfile R w) {r : ℝ} (hr : R ≤ r) :
    defect Z R w r = 0 := by
  have hR : 0 < R := by
    by_contra h
    have ht := hw.total
    rw [Ioc_eq_empty h] at ht
    simp at ht
  rw [defect_eq hw (hR.trans_le hr), setIntegral_eq_zero_of_forall_eq_zero, mul_zero]
  intro s hs
  rw [max_eq_left (hs.2.trans hr), sub_self, mul_zero]

/-- For nonnegative nuclear charge and profile, the electron's potential energy at any radius `r >
0` is no lower than for the point nucleus. -/
theorem defect_nonneg (hw : IsChargeProfile R w) (hZ : 0 ≤ Z)
    (hpos : ∀ s ∈ Ioc 0 R, 0 ≤ w s) {r : ℝ} (hr : 0 < r) : 0 ≤ defect Z R w r := by
  rw [defect_eq hw hr]
  exact mul_nonneg hZ (setIntegral_nonneg measurableSet_Ioc fun s hs =>
    mul_nonneg (hpos s hs) (sub_nonneg.2 (one_div_le_one_div_of_le hr (le_max_left r s))))

/-- The coupling of electron and nuclear charge is integrable over both radii. -/
theorem coupling_integrable (hw : IsChargeProfile R w)
    (hn : IntegrableOn (fun r => r * n r) (Ioc 0 R)) :
    Integrable (Function.uncurry (coupling n w))
      ((volume.restrict (Ioc 0 R)).prod (volume.restrict (Ioc 0 R))) := by
  have hG : Integrable (fun p : ℝ × ℝ => p.1 * n p.1 * w p.2)
      ((volume.restrict (Ioc 0 R)).prod (volume.restrict (Ioc 0 R))) :=
    Integrable.mul_prod hn hw.integrable
  have hk : Measurable fun p : ℝ × ℝ => p.1 * (1 / p.1 - 1 / max p.1 p.2) :=
    measurable_fst.mul ((measurable_const.div measurable_fst).sub
      (measurable_const.div (measurable_fst.max measurable_snd)))
  refine hG.mono (hG.aestronglyMeasurable.mul hk.aestronglyMeasurable) ?_
  rw [Measure.prod_restrict]
  filter_upwards [ae_restrict_mem (measurableSet_Ioc.prod measurableSet_Ioc)] with p hp
  have hr : 0 < p.1 := hp.1.1
  -- the geometric factor lies between zero and one
  have h0 : 0 ≤ p.1 * (1 / p.1 - 1 / max p.1 p.2) :=
    mul_nonneg hr.le (sub_nonneg.2 (one_div_le_one_div_of_le hr (le_max_left _ _)))
  have h1 : p.1 * (1 / p.1 - 1 / max p.1 p.2) ≤ 1 := by
    have hm : 0 < max p.1 p.2 := hr.trans_le (le_max_left _ _)
    have h2 : 0 ≤ p.1 * (1 / max p.1 p.2) := by positivity
    rw [mul_sub, mul_one_div_cancel hr.ne']
    linarith
  change ‖(p.1 * n p.1 * w p.2) * (p.1 * (1 / p.1 - 1 / max p.1 p.2))‖ ≤ _
  rw [norm_mul, Real.norm_of_nonneg h0]
  exact mul_le_of_le_one_right (norm_nonneg _) h1

/-- The field-shift density at radius `r > 0` is `4πZ` times the integral of the coupling over the
nuclear radius `s`. -/
theorem shift_density_eq (hw : IsChargeProfile R w) {r : ℝ} (hr : 0 < r) :
    4 * π * r ^ 2 * n r * defect Z R w r
      = 4 * π * Z * ∫ s in Ioc 0 R, coupling n w r s := by
  have h : ∫ s in Ioc 0 R, coupling n w r s
      = (r ^ 2 * n r) * ∫ s in Ioc 0 R, w s * (1 / r - 1 / max r s) := by
    rw [← integral_const_mul]
    congr 1
    funext s
    unfold coupling
    ring
  rw [h, defect_eq hw hr]
  ring

/-- The field shift is `Z` times the average, over the nuclear charge profile,
of the shifts caused by thin shells. -/
theorem fieldShift_eq_shell_average (hw : IsChargeProfile R w)
    (hn : IntegrableOn (fun r => r * n r) (Ioc 0 R)) :
    fieldShift Z R w n = Z * ∫ s in Ioc 0 R, w s * shellShift n s := by
  -- for fixed `s` only the electron density inside the shell contributes
  have hshell : ∀ s ∈ Ioc 0 R,
      4 * π * ∫ r in Ioc 0 R, coupling n w r s = w s * shellShift n s := by
    intro s hs
    have hcut : ∫ r in Ioc 0 R, coupling n w r s = ∫ r in Ioc 0 s, coupling n w r s := by
      refine MeasureTheory.setIntegral_eq_of_subset_of_forall_sdiff_eq_zero measurableSet_Ioc
        (Ioc_subset_Ioc_right hs.2) fun r hr => ?_
      have hsr : s ≤ r := le_of_not_ge fun h => hr.2 ⟨hr.1.1, h⟩
      simp [coupling, max_eq_left hsr]
    rw [hcut, shellShift, ← integral_const_mul, ← integral_const_mul]
    refine setIntegral_congr_fun measurableSet_Ioc fun r hr => ?_
    simp only [coupling, max_eq_right hr.2]
    ring
  calc fieldShift Z R w n
      = ∫ r in Ioc 0 R, 4 * π * r ^ 2 * n r * defect Z R w r := by
        refine MeasureTheory.setIntegral_eq_of_subset_of_forall_sdiff_eq_zero measurableSet_Ioi
          Ioc_subset_Ioi_self fun r hr => ?_
        rw [defect_outside hw (le_of_not_ge fun h => hr.2 ⟨hr.1, h⟩), mul_zero]
    _ = ∫ r in Ioc 0 R, 4 * π * Z * ∫ s in Ioc 0 R, coupling n w r s :=
        setIntegral_congr_fun measurableSet_Ioc fun r hr => shift_density_eq hw hr.1
    _ = 4 * π * Z * ∫ s in Ioc 0 R, ∫ r in Ioc 0 R, coupling n w r s := by
        rw [integral_const_mul, integral_integral_swap (coupling_integrable hw hn)]
    _ = Z * ∫ s in Ioc 0 R, 4 * π * ∫ r in Ioc 0 R, coupling n w r s := by
        rw [integral_const_mul]
        ring
    _ = Z * ∫ s in Ioc 0 R, w s * shellShift n s := by
        rw [setIntegral_congr_fun measurableSet_Ioc hshell]

/-- In a constant electron density `c`, a thin shell of radius `s` and unit charge
gives the shift `(2π/3) c s²`. -/
theorem shellShift_const (c : ℝ) {s : ℝ} (hs : 0 < s) :
    shellShift (fun _ => c) s = 2 * π / 3 * c * s ^ 2 := by
  have hd : ∀ r ∈ uIcc 0 s, HasDerivAt (fun r => 4 * π * c * (r ^ 2 / 2 - r ^ 3 / (3 * s)))
      (4 * π * c * (r - r ^ 2 / s)) r := by
    intro r _
    have h := (((hasDerivAt_pow 2 r).div_const 2).fun_sub
      ((hasDerivAt_pow 3 r).div_const (3 * s))).const_mul (4 * π * c)
    refine h.congr_deriv ?_
    change 4 * π * c * (((2 : ℕ) : ℝ) * r ^ 1 / 2 - ((3 : ℕ) : ℝ) * r ^ 2 / (3 * s)) = _
    push_cast
    ring
  have hc : Continuous fun r : ℝ => 4 * π * c * (r - r ^ 2 / s) := by fun_prop
  have he : shellShift (fun _ => c) s = ∫ r in Ioc 0 s, 4 * π * c * (r - r ^ 2 / s) := by
    refine setIntegral_congr_fun measurableSet_Ioc fun r hr => ?_
    have hr0 : r ≠ 0 := hr.1.ne'
    have hs0 : s ≠ 0 := hs.ne'
    field_simp
  rw [he, ← intervalIntegral.integral_of_le hs.le,
    intervalIntegral.integral_eq_sub_of_hasDerivAt hd (hc.intervalIntegrable 0 s)]
  field_simp
  ring

/-- In a constant electron density `c` the field shift is `(2π/3) Z c ⟨s²⟩`, with `⟨s²⟩`
the mean square radius of the nuclear charge. -/
theorem fieldShift_const (hw : IsChargeProfile R w) (c : ℝ) :
    fieldShift Z R w (fun _ => c)
      = 2 * π / 3 * Z * c * ∫ s in Ioc 0 R, s ^ 2 * w s := by
  have hc : Continuous fun r : ℝ => r * c := by fun_prop
  have h : ∫ s in Ioc 0 R, w s * shellShift (fun _ => c) s
      = ∫ s in Ioc 0 R, 2 * π / 3 * c * (s ^ 2 * w s) := by
    refine setIntegral_congr_fun measurableSet_Ioc fun s hs => ?_
    simp only [shellShift_const c hs.1]
    ring
  rw [fieldShift_eq_shell_average hw hc.integrableOn_Ioc, h, integral_const_mul]
  ring

/-- Let the nuclear charge and profile be nonnegative and `r n(r)` integrable inside the nucleus. If
the electron density there lies between `m` and `M`, the field shift lies between the values for the
constant densities `m` and `M`. -/
theorem fieldShift_bounds (hw : IsChargeProfile R w) (hZ : 0 ≤ Z)
    (hpos : ∀ s ∈ Ioc 0 R, 0 ≤ w s) (hn : IntegrableOn (fun r => r * n r) (Ioc 0 R))
    {m M : ℝ} (hm : ∀ r ∈ Ioc 0 R, m ≤ n r) (hM : ∀ r ∈ Ioc 0 R, n r ≤ M) :
    2 * π / 3 * Z * m * (∫ s in Ioc 0 R, s ^ 2 * w s) ≤ fieldShift Z R w n ∧
      fieldShift Z R w n ≤ 2 * π / 3 * Z * M * ∫ s in Ioc 0 R, s ^ 2 * w s := by
  have hint : ∀ f : ℝ → ℝ, IntegrableOn (fun r => r * f r) (Ioc 0 R) →
      IntegrableOn (fun r => 4 * π * r ^ 2 * f r * defect Z R w r) (Ioi 0) := by
    intro f hf
    have h1 : IntegrableOn (fun r => 4 * π * Z * ∫ s in Ioc 0 R, coupling f w r s)
        (Ioc 0 R) := (coupling_integrable hw hf).integral_prod_left.const_mul _
    have h2 : IntegrableOn (fun r => 4 * π * r ^ 2 * f r * defect Z R w r) (Ioc 0 R) :=
      h1.congr_fun (fun r hr => (shift_density_eq hw hr.1).symm) measurableSet_Ioc
    refine h2.of_forall_sdiff_eq_zero measurableSet_Ioi fun r hr => ?_
    rw [defect_outside hw (le_of_not_ge fun h => hr.2 ⟨hr.1, h⟩), mul_zero]
  -- a density that is nowhere smaller inside the nucleus gives a shift that is no smaller
  have mono : ∀ f g : ℝ → ℝ, IntegrableOn (fun r => r * f r) (Ioc 0 R) →
      IntegrableOn (fun r => r * g r) (Ioc 0 R) → (∀ r ∈ Ioc 0 R, f r ≤ g r) →
      fieldShift Z R w f ≤ fieldShift Z R w g := by
    intro f g hf hg hfg
    refine setIntegral_mono_on (hint f hf) (hint g hg) measurableSet_Ioi fun r hr => ?_
    rcases le_total r R with h | h
    · exact mul_le_mul_of_nonneg_right
        (mul_le_mul_of_nonneg_left (hfg r ⟨hr, h⟩) (by positivity))
        (defect_nonneg hw hZ hpos hr)
    · simp [defect_outside hw h]
  have hc : ∀ c : ℝ, IntegrableOn (fun r : ℝ => r * c) (Ioc 0 R) := fun c =>
    (continuous_id.mul continuous_const).integrableOn_Ioc
  rw [← fieldShift_const hw m, ← fieldShift_const hw M]
  exact ⟨mono _ _ (hc m) hn hm, mono _ _ hn (hc M) hM⟩

/-- The uniformly charged ball of radius `R` is a charge profile, and its field shift in a
constant electron density `c` is `(2π/5) Z c R²`. -/
theorem uniform_ball_witness (Z c : ℝ) (hR : 0 < R) :
    IsChargeProfile R (fun s => 3 * s ^ 2 / R ^ 3) ∧
      fieldShift Z R (fun s => 3 * s ^ 2 / R ^ 3) (fun _ => c)
        = 2 * π / 5 * Z * c * R ^ 2 := by
  have h2 : ∫ s in Ioc 0 R, s ^ 2 = R ^ 3 / 3 := by
    rw [← intervalIntegral.integral_of_le hR.le, integral_pow]
    norm_num
  have h4 : ∫ s in Ioc 0 R, s ^ 4 = R ^ 5 / 5 := by
    rw [← intervalIntegral.integral_of_le hR.le, integral_pow]
    norm_num
  have hc : Continuous fun s : ℝ => 3 * s ^ 2 / R ^ 3 := by fun_prop
  have hw : IsChargeProfile R (fun s => 3 * s ^ 2 / R ^ 3) := by
    refine ⟨hc.integrableOn_Ioc, ?_⟩
    rw [integral_div, integral_const_mul, h2]
    field_simp
  have hs : ∫ s in Ioc 0 R, s ^ 2 * (3 * s ^ 2 / R ^ 3) = 3 / R ^ 3 * (R ^ 5 / 5) := by
    rw [← h4, ← integral_const_mul]
    congr 1
    funext s
    ring
  refine ⟨hw, ?_⟩
  rw [fieldShift_const hw c, hs]
  field_simp

end

end NuclearFieldShift
```

```lean
#print axioms NuclearFieldShift.fieldShift_const
-- 'NuclearFieldShift.fieldShift_const' depends on axioms: [propext, Classical.choice, Quot.sound]
#print axioms NuclearFieldShift.fieldShift_bounds
-- 'NuclearFieldShift.fieldShift_bounds' depends on axioms: [propext, Classical.choice, Quot.sound]
```

## Definitions, proof steps and the limits of the model

`IsChargeProfile R w` says that `w` is integrable on $(0,R]$ with integral one. Every continuous profile on $[0,R]$ with that integral qualifies. Positivity is a separate hypothesis, `hpos`, used only for the sign of $\delta V$ and for the bounds. The functions `potential`, `defect`, `fieldShift` and `shellShift` are $V$, $\delta V$, $E[n]$ and $S_n$. The set `Ioc 0 R` is $(0,R]$, and `Ioi 0` is the half-line $r>0$.

The hypothesis `hn` asks that $r\,n(r)$ be integrable inside the nucleus. Physically, it admits a density that diverges weakly at the origin, such as $r^{-a}$ with $0<a<2$. The upper bound with a finite $M$ still requires a density bounded above.

The proof follows the derivation:

- `defect_eq` uses the normalisation to combine the two potentials, after showing that $w(s)/\max(r,s)$ is integrable. `defect_outside` and `defect_nonneg` then read off the two properties of $\delta V$.
- `coupling_integrable` supplies the domination for Fubini; its `h0` and `h1` are the bounds 0 and 1 on the geometric factor.
- `shift_density_eq` writes the integrand of $E[n]$ as an integral over $s$. In `fieldShift_eq_shell_average`, the `calc` chain cuts the range at $R$, swaps the integrals and identifies the inner one as a shell shift.
- `shellShift_const` integrates with the antiderivative $4\pi c\,(r^2/2-r^3/(3s))$, and `fieldShift_const` averages the result.
- `fieldShift_bounds` first proves integrability (`hint`), then monotonicity in the density (`mono`), and compares $n$ with the constants $m$ and $M$.
- `uniform_ball_witness` verifies the ball's normalisation and evaluates its shift.

The shell formula for $V$ and the first-order expression for $E[n]$ are definitions; neither Poisson's equation nor perturbation theory is derived. The density is prescribed, so its response to the changed potential is absent. The nucleus is spherical and ends at $R$: a profile with an infinite tail must be truncated and renormalised before the theorems apply. All integrals are exact real integrals, so grid and rounding errors need their own analysis.
